# Midgap recombination in a forward-biased, constant-field junction: closed form, bounds and effective width

The electron and hole densities are
\[
n=n_i e^{v/2+x/l},\qquad p=n_i e^{v/2-x/l}.
\]
Here \(n_i\) (`ni`) is the intrinsic density, \(v\) is the quasi-Fermi-level splitting divided by \(kT\), and \(l\) is the distance over which the electrostatic energy changes by \(kT\). The plane \(n=p\) is at \(x=0\). These formulas assume Boltzmann statistics, flat quasi-Fermi levels and a uniform field on the whole line. All quantities are real numbers without attached units.

```lean
import Mathlib

open MeasureTheory Filter Topology Real

namespace SahNoyceShockley

noncomputable section

/-- Electron density at position `x` in a junction with reduced bias `v` and
potential length `l ≠ 0`. -/
def electrons (ni l v x : ℝ) : ℝ := ni * Real.exp (v / 2 + x / l)

/-- Hole density at position `x` in a junction with reduced bias `v` and
potential length `l ≠ 0`. -/
def holes (ni l v x : ℝ) : ℝ := ni * Real.exp (v / 2 - x / l)
```

Recombination goes through one trap level with equal electron and hole lifetimes \(\tau\). The level lies at the intrinsic Fermi level, called midgap here; the two coincide exactly when the bands have equal effective densities of states. Then
\[
U=\frac{np-n_i^2}{\tau(n+p+2n_i)},\qquad R=\int_{-\infty}^{\infty}U\,dx,\qquad W=\frac{R}{U(0)}.
\]
In Lean these are `rate`, `recombination` and `effectiveWidth`.

```lean
/-- Recombination rate through a midgap trap with equal lifetimes `τ`,
for `ni, τ > 0` and `l ≠ 0`. -/
def rate (ni τ l v x : ℝ) : ℝ :=
  (electrons ni l v x * holes ni l v x - ni ^ 2) /
    (τ * (electrons ni l v x + holes ni l v x + 2 * ni))

/-- Recombination per unit junction area: the rate integrated over the line,
for `ni, τ > 0` and `l ≠ 0`. -/
def recombination (ni τ l v : ℝ) : ℝ := ∫ x, rate ni τ l v x

/-- Width of a slab that recombines as much as the junction when its rate is everywhere
the one at `x = 0`, for `ni, τ > 0`, `l ≠ 0` and `v ≠ 0`. -/
def effectiveWidth (ni τ l v : ℝ) : ℝ := recombination ni τ l v / rate ni τ l v 0
```

For \(n_i,\tau,l,v>0\), with \(s=\sqrt{e^v-1}\), the theorems state
\[
R=\frac{n_i l}{\tau}\,s\arctan s,\qquad
\frac{\pi n_i l}{2\tau}(e^{v/2}-1)\le R\le\frac{\pi n_i l}{2\tau}(e^{v/2}-e^{-v/2}),
\]
and \(W\to\pi l\) as \(v\to\infty\). Sah–Noyce–Shockley theory concerns the current of a real junction; the result here is the recombination integral in a uniform field, not a diode characteristic. Within this single-level model, at fixed \(l\) and large \(v\), \(R\) grows as \(e^{v/2}\), the behaviour described by an ideality factor of 2, and the closed form gives a value against which to test the recombination quadrature of a drift-diffusion code, with these densities imposed on an interval that extends many \(l\) to either side of \(x=0\).

## Conditions on the kernel: \(a\ge1\), \(b\ge0\), \(s>0\)

The integral rests on the kernel \(1/(b+a\cosh y)\). Physically, \(a=e^{v/2}\) measures the bias, and \(b=1\) comes from the term \(2n_i\).

The condition \(b\ge0\) keeps the denominator positive; for \(b\le-a\) it would vanish somewhere. With \(a\ge1\), the inequality \(1+y^2\le4\cosh y\) bounds the kernel by \(4/(1+y^2)\), which is how `integrable_profile` proves integrability. Any \(a>0\) would do with another constant, but at \(a=0\) the kernel no longer decays.

```lean
/-- The profile `1 / (b + a cosh y)` is integrable over the line for `a ≥ 1`, `b ≥ 0`. -/
theorem integrable_profile {a b : ℝ} (ha : 1 ≤ a) (hb : 0 ≤ b) :
    Integrable (fun y : ℝ => 1 / (b + a * Real.cosh y)) := by
  have hpos : ∀ y : ℝ, 0 < b + a * Real.cosh y := fun y =>
    add_pos_of_nonneg_of_pos hb (mul_pos (by linarith) (Real.cosh_pos y))
  have hbound : ∀ y : ℝ, ‖1 / (b + a * Real.cosh y)‖ ≤ 4 * (1 + y ^ 2)⁻¹ := by
    intro y
    -- the hyperbolic cosine grows at least quadratically
    have hc : 1 + y ^ 2 ≤ 4 * Real.cosh y := by
      rw [Real.cosh_eq]
      have h1 := Real.exp_pos y
      have h2 := Real.exp_pos (-y)
      rcases le_total 0 y with h | h
      · have := Real.quadratic_le_exp_of_nonneg h
        nlinarith
      · have := Real.quadratic_le_exp_of_nonneg (neg_nonneg.mpr h)
        nlinarith
    have hm : Real.cosh y ≤ a * Real.cosh y :=
      le_mul_of_one_le_left (Real.cosh_pos y).le ha
    rw [Real.norm_of_nonneg (one_div_pos.mpr (hpos y)).le, ← div_eq_mul_inv,
      div_le_div_iff₀ (hpos y) (by positivity)]
    linarith
  exact (integrable_inv_one_add_sq.const_mul 4).mono'
    (continuous_const.div (continuous_const.add (continuous_const.mul Real.continuous_cosh))
      (fun y => (hpos y).ne')).aestronglyMeasurable (Eventually.of_forall hbound)
```

Let \(s^2=a^2-b^2\) with \(s>0\), and take
\[
F(y)=\frac2s\arctan\frac{ae^y+b}{s}.
\]
Differentiating gives
\[
F'(y)=\frac{2ae^y}{s^2+(ae^y+b)^2}=\frac{2e^y}{a(1+e^{2y})+2be^y}=\frac1{b+a\cosh y}.
\]
The limits of \(F\) at \(\pm\infty\) are \(\pi/s\) and \((2/s)\arctan(b/s)\), so the integral is their difference. In `integral_profile`, `hd` is the derivative, and `htop` and `hbot` are the two limits. At \(s=0\) this antiderivative is unavailable.

```lean
/-- Integral of the profile `1 / (b + a cosh y)` for `a ≥ 1`, `b ≥ 0` and
`s > 0` with `s² + b² = a²`. -/
theorem integral_profile {a b s : ℝ} (ha : 1 ≤ a) (hb : 0 ≤ b) (hs : 0 < s)
    (h : s ^ 2 + b ^ 2 = a ^ 2) :
    ∫ y : ℝ, 1 / (b + a * Real.cosh y) = 2 / s * (π / 2 - Real.arctan (b / s)) := by
  have ha0 : 0 < a := by linarith
  -- an explicit antiderivative
  have hd : ∀ y : ℝ, HasDerivAt (fun y => 2 / s * Real.arctan ((a * Real.exp y + b) / s))
      (1 / (b + a * Real.cosh y)) y := by
    intro y
    refine ((((((Real.hasDerivAt_exp y).const_mul a).add_const b).div_const s).arctan).const_mul
      (2 / s)).congr_deriv ?_
    have hE := Real.exp_pos y
    have hEG : Real.exp y * Real.exp (-y) = 1 := by
      rw [← Real.exp_add, add_neg_cancel, Real.exp_zero]
    rw [Real.cosh_eq]
    generalize Real.exp (-y) = G at hEG ⊢
    generalize Real.exp y = E at hE hEG ⊢
    have e1 : 1 + ((a * E + b) / s) ^ 2 = a * (a * (E ^ 2 + 1) + 2 * b * E) / s ^ 2 := by
      field_simp
      linear_combination h
    have e2 : b + a * ((E + G) / 2) = (a * (E ^ 2 + 1) + 2 * b * E) / (2 * E) := by
      rw [eq_div_iff (by positivity)]
      linear_combination a * hEG
    have hQ : 0 < a * (E ^ 2 + 1) + 2 * b * E := by positivity
    rw [e1, e2]
    generalize a * (E ^ 2 + 1) + 2 * b * E = Q at hQ ⊢
    field_simp
  have htop : Tendsto (fun y => 2 / s * Real.arctan ((a * Real.exp y + b) / s)) atTop
      (𝓝 (2 / s * (π / 2))) :=
    ((Real.tendsto_arctan_atTop.mono_right nhdsWithin_le_nhds).comp
      (((Real.tendsto_exp_atTop.const_mul_atTop ha0).atTop_add
        tendsto_const_nhds).atTop_div_const hs)).const_mul _
  have hbot : Tendsto (fun y => 2 / s * Real.arctan ((a * Real.exp y + b) / s)) atBot
      (𝓝 (2 / s * Real.arctan ((a * 0 + b) / s))) :=
    ((Real.continuous_arctan.tendsto _).comp
      (((Real.tendsto_exp_atBot.const_mul a).add_const b).div_const s)).const_mul _
  rw [integral_of_hasDerivAt_of_tendsto hd (integrable_profile ha hb) hbot htop,
    mul_zero, zero_add]
  ring
```

For \(b=0\) the integral is \(\pi/a\). Since \(\cosh y\ge1\),
\[
a\cosh y\le1+a\cosh y\le(1+a)\cosh y .
\]
Taking reciprocals and integrating puts \(K(a)=\int dy/(1+a\cosh y)\) between \(\pi/(1+a)\) and \(\pi/a\). The proof does this with `integral_mono`.

```lean
/-- For `a ≥ 1` the integral of `1 / (1 + a cosh y)` lies between `π / (1 + a)` and `π / a`. -/
theorem profile_bounds {a : ℝ} (ha : 1 ≤ a) :
    π / (1 + a) ≤ ∫ y : ℝ, 1 / (1 + a * Real.cosh y) ∧
      ∫ y : ℝ, 1 / (1 + a * Real.cosh y) ≤ π / a := by
  have sech : ∀ c : ℝ, 1 ≤ c → ∫ y : ℝ, 1 / (0 + c * Real.cosh y) = π / c := by
    intro c hc
    rw [integral_profile hc le_rfl (by linarith : 0 < c) (by ring), zero_div,
      Real.arctan_zero, sub_zero]
    ring
  have ha0 : 0 < a := by linarith
  have hi := integrable_profile ha zero_le_one
  constructor
  · rw [← sech (1 + a) (by linarith)]
    refine integral_mono (integrable_profile (by linarith) le_rfl) hi fun y => ?_
    have := Real.one_le_cosh y
    exact one_div_le_one_div_of_le (by positivity) (by linarith)
  · rw [← sech a ha]
    refine integral_mono hi (integrable_profile ha le_rfl) fun y => ?_
    have := Real.cosh_pos y
    exact one_div_le_one_div_of_le (by positivity) (by linarith)
```

## Positive intrinsic density and lifetime: \(n_i,\tau>0\)

There are thermal carriers, and traps capture them at a finite positive rate. By hand, \(np=n_i^2e^v\) and \(n+p=2n_ie^{v/2}\cosh(x/l)\), so one factor \(n_i\) cancels:
\[
U=\frac{n_i(e^v-1)}{2\tau}\,\frac1{1+e^{v/2}\cosh(x/l)} .
\]
In `rate_eq`, `num` and `den` are these two computations and `field_simp` cancels the factor. The cancellation needs only nonzero values; positivity gives the prefactor the sign of \(v\), and a negative prefactor would reverse the later bounds.

```lean
/-- For `ni, τ > 0` the recombination rate is a bias-dependent constant times the profile
`1 / (1 + exp (v/2) cosh (x/l))`. -/
theorem rate_eq {ni τ : ℝ} (hni : 0 < ni) (hτ : 0 < τ) (l v x : ℝ) :
    rate ni τ l v x = ni * (Real.exp v - 1) / (2 * τ) *
      (1 / (1 + Real.exp (v / 2) * Real.cosh (x / l))) := by
  have h1 : Real.exp (v / 2 + x / l) = Real.exp (v / 2) * Real.exp (x / l) := Real.exp_add _ _
  have h2 : Real.exp (v / 2 - x / l) = Real.exp (v / 2) * Real.exp (-(x / l)) := by
    rw [← Real.exp_add, sub_eq_add_neg]
  have h3 : Real.exp v = Real.exp (v / 2) ^ 2 := by rw [sq, ← Real.exp_add, add_halves]
  have h4 : Real.exp (x / l) * Real.exp (-(x / l)) = 1 := by
    rw [← Real.exp_add, add_neg_cancel, Real.exp_zero]
  have hA := Real.exp_pos (v / 2)
  have hE := Real.exp_pos (x / l)
  have hG := Real.exp_pos (-(x / l))
  unfold rate electrons holes
  rw [h1, h2, h3, Real.cosh_eq]
  generalize Real.exp (-(x / l)) = G at h4 hG ⊢
  generalize Real.exp (x / l) = E at h4 hE ⊢
  generalize Real.exp (v / 2) = A at hA ⊢
  have num : ni * (A * E) * (ni * (A * G)) - ni ^ 2 = ni ^ 2 * (A ^ 2 - 1) := by
    linear_combination ni ^ 2 * A ^ 2 * h4
  have den : τ * (ni * (A * E) + ni * (A * G) + 2 * ni) =
      2 * τ * ni * (1 + A * ((E + G) / 2)) := by ring
  have hD : 0 < 1 + A * ((E + G) / 2) := by positivity
  rw [num, den]
  generalize 1 + A * ((E + G) / 2) = D at hD ⊢
  field_simp
```

## Positive potential length: \(l>0\)

A finite \(l\) means a nonzero field, and its sign makes electrons the majority at large \(x\). Substituting \(y=x/l\) gives
\[
R=\frac{n_i(e^v-1)}{2\tau}\,l\,K(e^{v/2}).
\]
This is `recombination_eq`, where `hscale` performs the substitution and \(l>0\) turns \(|l|\) into \(l\). A negative \(l\) swaps electrons and holes and leaves \(|l|\). As \(l\to\infty\) the field vanishes, the rate becomes uniform, and \(R\) diverges. The theorem also proves integrability, because Lean's integral returns zero for a non-integrable function.

```lean
/-- Under forward bias, with `ni, τ, l > 0`, the rate is integrable over the line, and its
integral is `l` times a constant times the integral of the dimensionless profile. -/
theorem recombination_eq {ni τ l v : ℝ} (hni : 0 < ni) (hτ : 0 < τ) (hl : 0 < l) (hv : 0 < v) :
    Integrable (rate ni τ l v) ∧ recombination ni τ l v =
      ni * (Real.exp v - 1) / (2 * τ) *
        (l * ∫ y : ℝ, 1 / (1 + Real.exp (v / 2) * Real.cosh y)) := by
  have ha : 1 ≤ Real.exp (v / 2) := Real.one_le_exp (by linarith)
  have hfun : rate ni τ l v = fun x => ni * (Real.exp v - 1) / (2 * τ) *
      (1 / (1 + Real.exp (v / 2) * Real.cosh (x / l))) := funext (rate_eq hni hτ l v)
  have hscale : ∫ x : ℝ, 1 / (1 + Real.exp (v / 2) * Real.cosh (x / l)) =
      l * ∫ y : ℝ, 1 / (1 + Real.exp (v / 2) * Real.cosh y) :=
    (Measure.integral_comp_div (fun y : ℝ => 1 / (1 + Real.exp (v / 2) * Real.cosh y)) l).trans
      (by rw [abs_of_pos hl, smul_eq_mul])
  unfold recombination
  rw [hfun]
  exact ⟨((integrable_profile ha zero_le_one).comp_div hl.ne').const_mul _,
    by rw [integral_const_mul, hscale]⟩
```

## Forward bias: \(v>0\)

Forward bias means \(np>n_i^2\), so carriers recombine. It makes \(s=\sqrt{e^v-1}\) positive, as the hypothesis of `integral_profile` requires. With \(b=1\), the identity \(\pi/2-\arctan(1/s)=\arctan s\) gives \(K=2\arctan(s)/s\), and the prefactor \(n_is^2l/(2\tau)\) yields \(R\).

```lean
/-- Closed form of the integrated recombination under forward bias, for `ni, τ, l > 0`. -/
theorem recombination_exact {ni τ l v : ℝ} (hni : 0 < ni) (hτ : 0 < τ) (hl : 0 < l)
    (hv : 0 < v) : recombination ni τ l v =
      ni * l / τ * (√(Real.exp v - 1) * Real.arctan √(Real.exp v - 1)) := by
  have hpos : 0 < Real.exp v - 1 := sub_pos.mpr (Real.one_lt_exp_iff.mpr hv)
  have hs := Real.sqrt_pos.mpr hpos
  have hsq := Real.sq_sqrt hpos.le
  have h3 : Real.exp v = Real.exp (v / 2) ^ 2 := by rw [sq, ← Real.exp_add, add_halves]
  rw [(recombination_eq hni hτ hl hv).2,
    integral_profile (Real.one_le_exp (by linarith)) zero_le_one hs (by linarith),
    one_div, Real.arctan_inv_of_pos hs, sub_sub_cancel]
  generalize √(Real.exp v - 1) = s at hs hsq ⊢
  rw [← hsq]
  field_simp
```

For the bounds, write \(a=e^{v/2}\) and multiply those on \(K\) by \(n_il(a^2-1)/(2\tau)\ge0\). The factorisation \(a^2-1=(a-1)(a+1)\) leaves \(a-1\) below and \(a-1/a\) above.

```lean
/-- For `ni, τ, l, v > 0` the integrated recombination lies between `exp (v/2) - 1` and
`exp (v/2) - exp (-v/2)`, each times `ni π l / (2 τ)`. -/
theorem recombination_bounds {ni τ l v : ℝ} (hni : 0 < ni) (hτ : 0 < τ) (hl : 0 < l)
    (hv : 0 < v) :
    ni * π * l / (2 * τ) * (Real.exp (v / 2) - 1) ≤ recombination ni τ l v ∧
      recombination ni τ l v ≤
        ni * π * l / (2 * τ) * (Real.exp (v / 2) - Real.exp (-(v / 2))) := by
  have hpos : 0 < Real.exp v - 1 := sub_pos.mpr (Real.one_lt_exp_iff.mpr hv)
  have hC : 0 ≤ ni * (Real.exp v - 1) / (2 * τ) := by positivity
  have hK := profile_bounds (Real.one_le_exp (by linarith : 0 ≤ v / 2))
  have h3 : Real.exp v - 1 = (Real.exp (v / 2) - 1) * (1 + Real.exp (v / 2)) := by
    have : Real.exp v = Real.exp (v / 2) ^ 2 := by rw [sq, ← Real.exp_add, add_halves]
    rw [this]
    ring
  have hA := Real.exp_pos (v / 2)
  have hinv : Real.exp (v / 2) * (Real.exp (v / 2))⁻¹ = 1 := mul_inv_cancel₀ hA.ne'
  rw [(recombination_eq hni hτ hl hv).2]
  constructor
  · refine le_trans (le_of_eq ?_)
      (mul_le_mul_of_nonneg_left (mul_le_mul_of_nonneg_left hK.1 hl.le) hC)
    rw [h3]
    field_simp
  · refine le_trans
      (mul_le_mul_of_nonneg_left (mul_le_mul_of_nonneg_left hK.2 hl.le) hC) (le_of_eq ?_)
    rw [h3, Real.exp_neg, div_eq_mul_inv π]
    linear_combination ni * π * l / (2 * τ) * Real.exp (v / 2) * hinv
```

At the centre, \(U(0)=n_i(a^2-1)/(2\tau(1+a))\). Hence \(W=(1+a)\,l\,K(a)\), which lies between \(\pi l\) and \(\pi l(1+1/a)\). The step `hW` cancels the common prefactor, which is nonzero because \(v>0\).

```lean
/-- For `ni, τ, l, v > 0` the effective width lies between `π l` and
`π l (1 + exp (-v/2))`. -/
theorem effectiveWidth_bounds {ni τ l v : ℝ} (hni : 0 < ni) (hτ : 0 < τ) (hl : 0 < l)
    (hv : 0 < v) : π * l ≤ effectiveWidth ni τ l v ∧
      effectiveWidth ni τ l v ≤ π * l * (1 + Real.exp (-(v / 2))) := by
  have hpos : 0 < Real.exp v - 1 := sub_pos.mpr (Real.one_lt_exp_iff.mpr hv)
  have hC : 0 < ni * (Real.exp v - 1) / (2 * τ) := by positivity
  have hK := profile_bounds (Real.one_le_exp (by linarith : 0 ≤ v / 2))
  have hA := Real.exp_pos (v / 2)
  have hinv : Real.exp (v / 2) * (Real.exp (v / 2))⁻¹ = 1 := mul_inv_cancel₀ hA.ne'
  have hA1 : 0 ≤ 1 + Real.exp (v / 2) := by positivity
  -- the bias-dependent prefactor cancels
  have hW : effectiveWidth ni τ l v = (1 + Real.exp (v / 2)) *
      (l * ∫ y : ℝ, 1 / (1 + Real.exp (v / 2) * Real.cosh y)) := by
    unfold effectiveWidth
    rw [(recombination_eq hni hτ hl hv).2, rate_eq hni hτ, zero_div, Real.cosh_zero, mul_one,
      mul_div_mul_left _ _ hC.ne', div_div_eq_mul_div, div_one, mul_comm]
  rw [hW]
  constructor
  · refine le_trans (le_of_eq ?_)
      (mul_le_mul_of_nonneg_left (mul_le_mul_of_nonneg_left hK.1 hl.le) hA1)
    field_simp
  · refine le_trans
      (mul_le_mul_of_nonneg_left (mul_le_mul_of_nonneg_left hK.2 hl.le) hA1) (le_of_eq ?_)
    rw [Real.exp_neg, div_eq_mul_inv π]
    linear_combination π * l * hinv
```

At \(v=0\) both \(R\) and \(U(0)\) vanish, and their quotient defines no width. The limit from above does exist: \(K(1)=2\), so \(W\to4l\) as \(v\to0^+\). For \(v<0\) the junction generates carriers, \(R\) is negative, and the arctangent becomes an inverse hyperbolic tangent.

## Large bias and the choice of reference rate

As \(v\to\infty\), \(1/a\to0\) and the bounds squeeze \(W\) to \(\pi l\).

```lean
/-- For `ni, τ, l > 0` the effective width tends to `π l` at large forward bias. -/
theorem effectiveWidth_tendsto {ni τ l : ℝ} (hni : 0 < ni) (hτ : 0 < τ) (hl : 0 < l) :
    Tendsto (effectiveWidth ni τ l) atTop (𝓝 (π * l)) := by
  have hdecay : Tendsto (fun v : ℝ => Real.exp (-(v / 2))) atTop (𝓝 0) :=
    Real.tendsto_exp_neg_atTop_nhds_zero.comp (tendsto_id.atTop_div_const two_pos)
  have hup := (hdecay.const_add 1).const_mul (π * l)
  rw [add_zero, mul_one] at hup
  exact tendsto_of_tendsto_of_tendsto_of_le_of_le' tendsto_const_nhds hup
    ((eventually_gt_atTop 0).mono fun v hv => (effectiveWidth_bounds hni hτ hl hv).1)
    ((eventually_gt_atTop 0).mono fun v hv => (effectiveWidth_bounds hni hτ hl hv).2)
```

Dividing \(R\) by \(n_ie^{v/2}/\tau\) gives \(\pi l/2\) instead, because this reference is asymptotically twice the actual central rate. The quotient lies between \((\pi l/2)(1-e^{-v/2})\) and \(\pi l/2\). At finite bias neither limit replaces the closed form.

```lean
/-- For `ni, τ, l > 0` the integrated recombination divided by the reference rate
`ni exp (v/2) / τ` tends to `π l / 2` at large forward bias. -/
theorem recombination_div_tendsto {ni τ l : ℝ} (hni : 0 < ni) (hτ : 0 < τ) (hl : 0 < l) :
    Tendsto (fun v => recombination ni τ l v / (ni * Real.exp (v / 2) / τ)) atTop
      (𝓝 (π * l / 2)) := by
  have hdecay : Tendsto (fun v : ℝ => Real.exp (-(v / 2))) atTop (𝓝 0) :=
    Real.tendsto_exp_neg_atTop_nhds_zero.comp (tendsto_id.atTop_div_const two_pos)
  have hlow := (hdecay.const_sub 1).const_mul (π * l / 2)
  rw [sub_zero, mul_one] at hlow
  refine tendsto_of_tendsto_of_tendsto_of_le_of_le' hlow tendsto_const_nhds
    ((eventually_gt_atTop 0).mono fun v hv => ?_) ((eventually_gt_atTop 0).mono fun v hv => ?_)
  · have hEG : Real.exp (v / 2) * Real.exp (-(v / 2)) = 1 := by
      rw [← Real.exp_add, add_neg_cancel, Real.exp_zero]
    rw [le_div_iff₀ (by positivity)]
    refine le_trans (le_of_eq ?_) (recombination_bounds hni hτ hl hv).1
    linear_combination -(ni * π * l / (2 * τ)) * hEG
  · rw [div_le_iff₀ (by positivity)]
    have hdrop : 0 ≤ ni * π * l / (2 * τ) * Real.exp (-(v / 2)) := by positivity
    have hsplit : π * l / 2 * (ni * Real.exp (v / 2) / τ) =
        ni * π * l / (2 * τ) * Real.exp (v / 2) := by ring
    have hR := (recombination_bounds hni hτ hl hv).2
    rw [mul_sub] at hR
    linarith

end

end SahNoyceShockley
```

```lean
#print axioms SahNoyceShockley.recombination_exact
#print axioms SahNoyceShockley.effectiveWidth_bounds
#print axioms SahNoyceShockley.effectiveWidth_tendsto
#print axioms SahNoyceShockley.recombination_div_tendsto
```

```
'SahNoyceShockley.recombination_exact' depends on axioms: [propext, Classical.choice, Quot.sound]
'SahNoyceShockley.effectiveWidth_bounds' depends on axioms: [propext, Classical.choice, Quot.sound]
'SahNoyceShockley.effectiveWidth_tendsto' depends on axioms: [propext, Classical.choice, Quot.sound]
'SahNoyceShockley.recombination_div_tendsto' depends on axioms: [propext, Classical.choice, Quot.sound]
```

## A trap away from midgap

The term \(2n_i\) places the trap at the intrinsic Fermi level. For a level displaced from it by \(u\,kT\), still with equal lifetimes, it becomes \(2n_i\cosh u\), so \(b=\cosh u\). When \(\cosh u<e^{v/2}\), the same antiderivative gives
\[
R=\frac{n_i l}{\tau}\,\frac{e^v-1}{s}\arctan\frac{s}{\cosh u},\qquad s=\sqrt{e^v-\cosh^2u}.
\]
This extension is derived by hand from the kernel integral and has no theorem of its own in the file.
